# Two-sided variance bounds on the change in the RPA correlation integrand when directional dielectric heads are averaged

The RPA correlation integrand of a dielectric head 1 + x is ln(1 + x) − x, and `averagingGap_two_sided` compares its value at the weighted mean of finitely many directional heads with the weighted mean of its values at the separate heads. The weights are nonnegative and sum to one, and every x lies in [0, M]. The lemma states that the first value minus the second is at least the weighted variance of the heads divided by 2(1 + M)², and at most half that variance. The integrand is already concave on [0, M]. The attempt adds x²/2 to it, which makes it convex there, and separately adds only kx²/2 with k = 1/(1 + M)², which leaves it concave. It then applies Jensen's inequality to both functions.

The first attempt, which Lean rejects:

```lean
import Mathlib

open Matrix

namespace AveragingGapTwoSided

noncomputable section

variable {ι : Type*} [Fintype ι]

/-- The RPA correlation integrand `ln(1 + x) - x` of a dielectric head `1 + x`, for `x > -1`. -/
def rpaIntegrand (x : ℝ) : ℝ := Real.log (1 + x) - x

/-- The weighted mean of the directional heads (minus one), for weights summing to one. -/
def headMean (w x : ι → ℝ) : ℝ := ∑ j, w j * x j

/-- The weighted mean square deviation of the directional heads from their mean, for weights summing
to one. -/
def headVar (w x : ι → ℝ) : ℝ := ∑ j, w j * (x j - headMean w x) ^ 2

/-- The integrand of the averaged head minus the average of the directional integrands, for weights
summing to one. -/
def averagingGap (w x : ι → ℝ) : ℝ :=
  rpaIntegrand (headMean w x) - ∑ j, w j * rpaIntegrand (x j)

/-- First and second derivative, at `x ≥ 0`, of the RPA integrand with a quadratic term
`k x² / 2` added. -/
theorem hasDerivAt_rpaIntegrand_add_sq (k x : ℝ) (hx : 0 ≤ x) :
    HasDerivAt (fun y => rpaIntegrand y + k / 2 * (y * y)) (1 / (1 + x) - 1 + k * x) x ∧
    HasDerivAt (fun y => 1 / (1 + y) - 1 + k * y) (k - 1 / (1 + x) ^ 2) x := by
  have hne : 1 + x ≠ 0 := by positivity
  have hid := hasDerivAt_id' x
  constructor
  · have h := ((hid.const_add 1).log hne).fun_sub hid |>.fun_add
      ((hid.fun_mul hid).const_mul (k / 2))
    exact h.congr_deriv (by ring)
  · have h := (((hasDerivAt_const x (1 : ℝ)).fun_div (hid.const_add 1) hne).sub_const 1).fun_add
      (hid.const_mul k)
    exact h.congr_deriv (by ring)

/-- For weights summing to one, the variance is the mean square minus the squared mean. -/
theorem headVar_eq (w x : ι → ℝ) (hw1 : ∑ j, w j = 1) :
    headVar w x = ∑ j, w j * x j ^ 2 - headMean w x ^ 2 := by
  have h : headVar w x = ∑ j, w j * x j ^ 2 - 2 * headMean w x * ∑ j, w j * x j
      + headMean w x ^ 2 * ∑ j, w j := by
    rw [headVar, Finset.mul_sum, Finset.mul_sum, ← Finset.sum_sub_distrib,
      ← Finset.sum_add_distrib]
    exact Finset.sum_congr rfl fun j _ => by ring
  have hm : ∑ j, w j * x j = headMean w x := rfl
  rw [h, hw1, hm]
  ring

/-- If all heads minus one lie in `[0, M]` and the nonnegative weights sum to one, the averaging
gap lies between the variance over `2 (1 + M)²` and half the variance. -/
theorem averagingGap_two_sided (w x : ι → ℝ) (M : ℝ) (hw : ∀ j, 0 ≤ w j)
    (hw1 : ∑ j, w j = 1) (hx : ∀ j, x j ∈ Set.Icc 0 M) :
    headVar w x / (2 * (1 + M) ^ 2) ≤ averagingGap w x ∧
      averagingGap w x ≤ headVar w x / 2 := by
  obtain ⟨k, hk⟩ : ∃ k : ℝ, k = 1 / (1 + M) ^ 2 := ⟨_, rfl⟩
  have hI : ∀ y ∈ interior (Set.Icc 0 M), 0 ≤ y ∧ y ≤ M := fun y hy => interior_subset hy
  -- adding `x² / 2` makes the integrand convex
  have hconv : ConvexOn ℝ (Set.Icc 0 M) (fun y => rpaIntegrand y + 1 / 2 * (y * y)) := by
    refine convexOn_of_hasDerivWithinAt2_nonneg (f' := fun y => 1 / (1 + y) - 1 + 1 * y)
      (f'' := fun y => 1 - 1 / (1 + y) ^ 2) (convex_Icc 0 M)
      (fun y hy =>
        (hasDerivAt_rpaIntegrand_add_sq 1 y hy.1).1.continuousAt.continuousWithinAt)
      (fun y hy => (hasDerivAt_rpaIntegrand_add_sq 1 y (hI y hy).1).1.hasDerivWithinAt)
      (fun y hy => (hasDerivAt_rpaIntegrand_add_sq 1 y (hI y hy).1).2.hasDerivWithinAt)
      (fun y hy => ?_)
    have h0 := (hI y hy).1
    have h1 : 1 / (1 + y) ^ 2 ≤ 1 := by
      rw [div_le_one (by positivity)]
      nlinarith
    exact sub_nonneg.2 h1
  -- adding only `k x² / 2` keeps it concave up to `M`
  have hconc : ConcaveOn ℝ (Set.Icc 0 M) (fun y => rpaIntegrand y + k / 2 * (y * y)) := by
    refine concaveOn_of_hasDerivWithinAt2_nonpos (f' := fun y => 1 / (1 + y) - 1 + k * y)
      (f'' := fun y => k - 1 / (1 + y) ^ 2) (convex_Icc 0 M)
      (fun y hy =>
        (hasDerivAt_rpaIntegrand_add_sq k y hy.1).1.continuousAt.continuousWithinAt)
      (fun y hy => (hasDerivAt_rpaIntegrand_add_sq k y (hI y hy).1).1.hasDerivWithinAt)
      (fun y hy => (hasDerivAt_rpaIntegrand_add_sq k y (hI y hy).1).2.hasDerivWithinAt)
      (fun y hy => ?_)
    obtain ⟨h0, hM⟩ := hI y hy
    have h1 : k ≤ 1 / (1 + y) ^ 2 := by
      rw [hk]
      exact one_div_le_one_div_of_le (by positivity)
        (pow_le_pow_left₀ (by linarith) (by linarith) 2)
    exact sub_nonpos.2 h1
  have split : ∀ c : ℝ, ∑ j, w j * (rpaIntegrand (x j) + c * (x j * x j)) =
      ∑ j, w j * rpaIntegrand (x j) + c * ∑ j, w j * x j ^ 2 := by
    intro c
    rw [Finset.mul_sum, ← Finset.sum_add_distrib]
    exact Finset.sum_congr rfl fun j _ => by ring
  -- Jensen's inequality for both functions
  have h1 := hconv.map_sum_le (t := Finset.univ) (w := w) (p := x)
    (fun j _ => hw j) hw1 (fun j _ => hx j)
  have h2 := hconc.le_map_sum (t := Finset.univ) (w := w) (p := x)
    (fun j _ => hw j) hw1 (fun j _ => hx j)
  simp only [smul_eq_mul, split] at h1 h2
  have hm : ∑ j, w j * x j = headMean w x := rfl
  rw [hm] at h1 h2
  have e : headVar w x / (2 * (1 + M) ^ 2) = k / 2 * headVar w x := by
    rw [hk]
    ring
  rw [e, headVar_eq w x hw1, averagingGap]
  constructor
  · linarith
  · linarith

end

end AveragingGapTwoSided
```

Lean reports:

```
Main.lean:60:87: error: Application type mismatch: The argument
  hy
has type
  y ∈ interior (Set.Icc 0 M)
but is expected to have type
  y ≤ M ∈ interior (And (0 ≤ y))
in the application
  interior_subset hy
Try this:
  [apply] ring_nf
  
  The `ring` tactic failed to close the goal. Use `ring_nf` to obtain a normal form.
    
  Note that `ring` works primarily in *commutative* rings. If you have a noncommutative ring, abelian group or module, consider using `noncomm_ring`, `abel` or `module` instead.
Main.lean:103:68: error: unsolved goals
ι : Type u_1
inst✝ : Fintype ι
w x : ι → ℝ
M : ℝ
hw : ∀ (j : ι), 0 ≤ w j
hw1 : ∑ j, w j = 1
hx : ∀ (j : ι), x j ∈ Set.Icc 0 M
k : ℝ
hk : k = 1 / (1 + M) ^ 2
hI : ∀ y ∈ interior (Set.Icc 0 M), 0 ≤ y ∧ y ≤ M
hconv : ConvexOn ℝ (Set.Icc 0 M) fun y => rpaIntegrand y + 1 / 2 * (y * y)
hconc : ConcaveOn ℝ (Set.Icc 0 M) fun y => rpaIntegrand y + k / 2 * (y * y)
split :
  ∀ (c : ℝ), ∑ j, w j * (rpaIntegrand (x j) + c * (x j * x j)) = ∑ j, w j * rpaIntegrand (x j) + c * ∑ j, w j * x j ^ 2
h1 :
  rpaIntegrand (headMean w x) + 1 / 2 * (headMean w x * headMean w x) ≤
    ∑ j, w j * rpaIntegrand (x j) + 1 / 2 * ∑ j, w j * x j ^ 2
h2 :
  ∑ j, w j * rpaIntegrand (x j) + k / 2 * ∑ j, w j * x j ^ 2 ≤
    rpaIntegrand (headMean w x) + k / 2 * (headMean w x * headMean w x)
hm : ∑ j, w j * x j = headMean w x
⊢ headVar w x * (2 + M * 4 + M ^ 2 * 2)⁻¹ = headVar w x * (1 + M * 2 + M ^ 2)⁻¹ * (1 / 2)
```

After these edits no error is left:

```diff
@@ -58,5 +58,8 @@
       averagingGap w x ≤ headVar w x / 2 := by
   obtain ⟨k, hk⟩ : ∃ k : ℝ, k = 1 / (1 + M) ^ 2 := ⟨_, rfl⟩
-  have hI : ∀ y ∈ interior (Set.Icc 0 M), 0 ≤ y ∧ y ≤ M := fun y hy => interior_subset hy
+  have hI : ∀ y ∈ interior (Set.Icc 0 M), 0 ≤ y ∧ y ≤ M := by
+    intro y hy
+    have h : y ∈ Set.Icc 0 M := interior_subset hy
+    exact ⟨h.1, h.2⟩
   -- adding `x² / 2` makes the integrand convex
   have hconv : ConvexOn ℝ (Set.Icc 0 M) (fun y => rpaIntegrand y + 1 / 2 * (y * y)) := by
@@ -103,4 +106,5 @@
   have e : headVar w x / (2 * (1 + M) ^ 2) = k / 2 * headVar w x := by
     rw [hk]
+    generalize (1 + M) ^ 2 = D
     ring
   rw [e, headVar_eq w x hw1, averagingGap]
```

Cause. The first error comes from using `interior_subset hy` directly as a proof of `0 ≤ y ∧ y ≤ M`. Lean has to read this conjunction as membership in some set, and it takes `And (0 ≤ y)` as the set and `y ≤ M` as the element, so `hy` no longer fits. The repair first states the result as `y ∈ Set.Icc 0 M`, which fixes the set, and then takes the two inequalities from it.

The second error is in the identity `e`, which only rearranges a fraction. `ring` multiplies out `(1 + M) ^ 2` inside the inverses. The remaining goal has the inverse of `2 + M * 4 + M ^ 2 * 2` on one side and that of `1 + M * 2 + M ^ 2` on the other, and `ring` does not pull the common factor 2 out of the first sum to match them. `generalize (1 + M) ^ 2 = D` replaces the square by a single variable. The denominator on the left is then the product `2 * D`, whose inverse `ring` can split, and the identity closes.
